# At fixed coefficients, the exponent derivative of a one-electron s-Gaussian energy is a projected residual

Take one Gaussian g = exp(-a r²) with a > 0, and let H be the s-wave Hamiltonian of one electron at a nucleus of charge Z. Its energy is E = N/D, with N = ⟨g,Hg⟩ and D = ⟨g,g⟩. Since ∂g/∂a = -r²g and H is hermitian on these functions,

N' = -⟨r²g,Hg⟩ - ⟨g,H(r²g)⟩ = -2⟨r²g,Hg⟩
D' = -2⟨r²g,g⟩
E' = (N' - E D')/D = -2⟨r²g,(H-E)g⟩/⟨g,g⟩.

The E term comes from the changing overlap. The same mechanism works for a finite contraction of concentric s-Gaussians. It gives a gradient that can be used to optimise exponents at fixed coefficients in this one-electron, one-centre model.

## Functions, Hamiltonian and energy

```lean
import Mathlib

open MeasureTheory Set Real

namespace GaussianExponentGradient

noncomputable section

variable {ι : Type*} [Fintype ι]
```

The finite type `ι` labels the Gaussians in a contraction.

```lean
/-- The s-type Gaussian `exp (-a r²)`. -/
def gaussian (a r : ℝ) : ℝ := Real.exp (-a * r ^ 2)
```

This is g_a(r) = exp(-a r²), without a normalisation factor.

```lean
/-- A contraction of s-type Gaussians with coefficients `c` and exponents `α`. -/
def trial (c α : ι → ℝ) (r : ℝ) : ℝ := ∑ k, c k * gaussian (α k) r
```

The trial function is ψ = Σ_k c_k g_k, where g_k has exponent α_k. The c_k multiply unnormalised Gaussians. With several Gaussians, holding fixed the coefficients of normalised Gaussians would in general define a different path of states; with one Gaussian it changes only the overall factor.

```lean
/-- The s-wave Hamiltonian of one electron at a nucleus of charge `Z`, in atomic units. -/
def radialH (Z : ℝ) (ψ : ℝ → ℝ) (r : ℝ) : ℝ :=
  -(1 / 2) * (deriv (deriv ψ) r + 2 / r * deriv ψ r) - Z / r * ψ r
```

In atomic units, Hψ = -(ψ'' + 2ψ'/r)/2 - Zψ/r. Hydrogen is Z = 1, but any real Z is allowed.

```lean
/-- The radial inner product with weight `r²`. -/
def ip (f g : ℝ → ℝ) : ℝ := ∫ r in Ioi (0 : ℝ), f r * g r * r ^ 2
```

⟨f,g⟩ = ∫₀^∞ f g r² dr, for real functions. The angular factor 4π is omitted and cancels in the energy.

```lean
/-- The Rayleigh quotient of a radial function. -/
def energy (Z : ℝ) (ψ : ℝ → ℝ) : ℝ := ip ψ (radialH Z ψ) / ip ψ ψ
```

E = ⟨ψ,Hψ⟩/⟨ψ,ψ⟩, so ψ need not be normalised.

```lean
/-- The radial moment of order `n` of a Gaussian with exponent `s`. -/
def moment (n : ℕ) (s : ℝ) : ℝ := ∫ r in Ioi (0 : ℝ), r ^ n * gaussian s r
```

M_n(s) = ∫₀^∞ rⁿ exp(-s r²) dr.

## Reducing integrals to moments

```lean
/-- The product of two concentric Gaussians is a Gaussian with the summed exponent. -/
theorem gaussian_add (a b r : ℝ) : gaussian (a + b) r = gaussian a r * gaussian b r := by
  simp only [gaussian, ← Real.exp_add]
  congr 1
  ring
```

Exponents add: g_a g_b = g_{a+b}.

```lean
/-- For a positive exponent, Gaussian moments are positive and obey a two-step recursion, and their
derivative in the exponent is minus the moment two orders higher. -/
theorem moment_ladder (n : ℕ) {s : ℝ} (hs : 0 < s) :
    0 < moment n s ∧ 2 * s * moment (n + 2) s = ((n : ℝ) + 1) * moment n s ∧
      HasDerivAt (moment n) (-moment (n + 2) s) s := by
  have closed : ∀ (m : ℕ) {x : ℝ}, 0 < x → moment m x =
      x ^ (-((m : ℝ) + 1) / 2) * (1 / 2) * Real.Gamma (((m : ℝ) + 1) / 2) := by
    intro m x hx
    have hm : (-1 : ℝ) < m := by
      have : (0 : ℝ) ≤ m := m.cast_nonneg
      linarith
    have h := integral_rpow_mul_exp_neg_mul_rpow (p := 2) two_pos hm hx
    simp only [Real.rpow_natCast, Real.rpow_two] at h
    exact h
  have next : moment (n + 2) s = s ^ (-((n : ℝ) + 1) / 2 - 1) * (1 / 2) *
      (((n : ℝ) + 1) / 2 * Real.Gamma (((n : ℝ) + 1) / 2)) := by
    rw [closed (n + 2) hs, ← Real.Gamma_add_one (by positivity)]
    push_cast
    congr 2
    · congr 1
      ring
    · ring
  refine ⟨?_, ?_, ?_⟩
  · rw [closed n hs]
    have := Real.Gamma_pos_of_pos (show 0 < ((n : ℝ) + 1) / 2 by positivity)
    positivity
  · rw [next, closed n hs, Real.rpow_sub_one hs.ne']
    generalize s ^ (-((n : ℝ) + 1) / 2) = A
    generalize Real.Gamma (((n : ℝ) + 1) / 2) = G
    have h : A / s * s = A := div_mul_cancel₀ _ hs.ne'
    generalize A / s = w at h ⊢
    linear_combination (((n : ℝ) + 1) / 2 * G) * h
  · have h := ((Real.hasDerivAt_rpow_const (p := -((n : ℝ) + 1) / 2)
      (Or.inl hs.ne')).mul_const (1 / 2)).mul_const (Real.Gamma (((n : ℝ) + 1) / 2))
    refine (h.congr_of_eventuallyEq
      ((lt_mem_nhds hs).mono fun x hx => closed n hx)).congr_deriv ?_
    rw [next]
    ring
```

For s > 0 the moments are positive. Integrating the derivative of r^{n+1} exp(-s r²) over r > 0 gives zero, hence

2s M_{n+2} = (n+1) M_n.

Differentiating under the integral gives M_n' = -M_{n+2}. `HasDerivAt f v x` means that f has derivative v at x. Lean obtains all three facts from M_n = ½ s^{-(n+1)/2} Γ((n+1)/2) and Γ(x+1) = xΓ(x).

```lean
/-- Away from `r = 0`, the Hamiltonian acts on a contraction by multiplying each Gaussian, of
exponent `a`, by `3a - 2a²r² - Z/r`. -/
theorem radialH_trial (Z : ℝ) (c α : ι → ℝ) {r : ℝ} (hr : r ≠ 0) :
    radialH Z (trial c α) r =
      ∑ k, c k * (3 * α k - 2 * α k ^ 2 * r ^ 2 - Z / r) * gaussian (α k) r := by
  have g1 : ∀ a x : ℝ, HasDerivAt (gaussian a) (-2 * a * x * gaussian a x) x := by
    intro a x
    have hp : HasDerivAt (fun y : ℝ => y ^ 2) (2 * x) x := by simpa using hasDerivAt_pow 2 x
    refine (hp.const_mul (-a)).exp.congr_deriv ?_
    simp only [gaussian]
    ring
  have d1 : deriv (trial c α) = fun x => ∑ k, c k * (-2 * α k * x * gaussian (α k) x) := by
    funext x
    exact (HasDerivAt.fun_sum fun k _ => (g1 (α k) x).const_mul (c k)).deriv
  have d2 : deriv (fun x => ∑ k, c k * (-2 * α k * x * gaussian (α k) x)) r =
      ∑ k, c k * ((-2 * α k * 1) * gaussian (α k) r +
        (-2 * α k * r) * (-2 * α k * r * gaussian (α k) r)) :=
    (HasDerivAt.fun_sum fun k _ => ((((hasDerivAt_id' r).const_mul (-2 * α k)).fun_mul
      (g1 (α k) r)).const_mul (c k))).deriv
  rw [radialH, d1, d2]
  simp only [trial, Finset.mul_sum, ← Finset.sum_add_distrib, ← Finset.sum_sub_distrib]
  refine Finset.sum_congr rfl fun k _ => ?_
  have h2 : 2 / r * r = 2 := div_mul_cancel₀ _ hr
  generalize 2 / r = w at h2 ⊢
  linear_combination (α k * c k * gaussian (α k) r) * h2
```

By hand, g' = -2ar g and g'' = (-2a + 4a²r²)g, so for r ≠ 0

Hg = (3a - 2a²r² - Z/r)g.

Linearity gives the sum. Lean computes the two derivatives as `d1` and `d2`.

```lean
/-- Radial integrals over pairs of Gaussians reduce to sums of moments. -/
theorem integral_pairs (A B C : ι → ι → ℝ) (p q u : ℕ) (α : ι → ℝ) (hα : ∀ k, 0 < α k) :
    ∫ r in Ioi (0 : ℝ), ∑ k, ∑ l, (A k l * (r ^ p * gaussian (α k + α l) r)
      - B k l * (r ^ q * gaussian (α k + α l) r) - C k l * (r ^ u * gaussian (α k + α l) r)) =
    ∑ k, ∑ l, (A k l * moment p (α k + α l) - B k l * moment q (α k + α l)
      - C k l * moment u (α k + α l)) := by
  have hI : ∀ (n : ℕ) (k l : ι), Integrable (fun r => r ^ n * gaussian (α k + α l) r)
      (volume.restrict (Ioi (0 : ℝ))) := by
    intro n k l
    have hn : (-1 : ℝ) < n := by
      have : (0 : ℝ) ≤ n := n.cast_nonneg
      linarith
    have h := integrableOn_rpow_mul_exp_neg_mul_sq (add_pos (hα k) (hα l)) hn
    simpa only [Real.rpow_natCast, IntegrableOn, gaussian] using h
  have h12 : ∀ k l, Integrable (fun r => A k l * (r ^ p * gaussian (α k + α l) r)
      - B k l * (r ^ q * gaussian (α k + α l) r)) (volume.restrict (Ioi (0 : ℝ))) :=
    fun k l => ((hI p k l).const_mul _).sub ((hI q k l).const_mul _)
  have h123 : ∀ k l, Integrable (fun r => A k l * (r ^ p * gaussian (α k + α l) r)
      - B k l * (r ^ q * gaussian (α k + α l) r) - C k l * (r ^ u * gaussian (α k + α l) r))
      (volume.restrict (Ioi (0 : ℝ))) := fun k l => (h12 k l).sub ((hI u k l).const_mul _)
  rw [MeasureTheory.integral_finsetSum _ fun k _ => MeasureTheory.integrable_finsetSum Finset.univ fun l _ => h123 k l]
  refine Finset.sum_congr rfl fun k _ => ?_
  rw [MeasureTheory.integral_finsetSum _ fun l _ => h123 k l]
  refine Finset.sum_congr rfl fun l _ => ?_
  rw [integral_sub (h12 k l) ((hI u k l).const_mul _),
    integral_sub ((hI p k l).const_mul _) ((hI q k l).const_mul _),
    integral_const_mul, integral_const_mul, integral_const_mul]
  rfl
```

Each term is integrable because the exponents are positive, so the integral passes through the finite sums.

```lean
/-- The squared norm of a contraction is a double sum of second moments. -/
theorem overlap_trial (c α : ι → ℝ) (hα : ∀ k, 0 < α k) :
    ip (trial c α) (trial c α) = ∑ k, ∑ l, c k * c l * moment 2 (α k + α l) := by
  have h := integral_pairs (fun k l => c k * c l) (fun _ _ => 0) (fun _ _ => 0) 2 0 0 α hα
  simp only [zero_mul, sub_zero] at h
  refine Eq.trans (integral_congr_ae (.of_forall fun r => ?_)) h
  simp only [trial]
  rw [Finset.sum_mul_sum, Finset.sum_mul]
  refine Finset.sum_congr rfl fun k _ => ?_
  rw [Finset.sum_mul]
  refine Finset.sum_congr rfl fun l _ => ?_
  rw [gaussian_add]
  ring
```

For positive exponents, multiplying out ψ² gives ⟨ψ,ψ⟩ = Σ_kl c_k c_l M_2(α_k+α_l).

```lean
/-- The residual `(H - E)ψ` of one contraction, projected on `r^p` times another with the
same exponents, is a double sum of moments. -/
theorem residual_trial (Z E : ℝ) (p : ℕ) (c d α : ι → ℝ) (hα : ∀ k, 0 < α k) :
    ip (fun r => r ^ p * trial c α r)
      (fun r => radialH Z (trial d α) r - E * trial d α r) =
    ∑ k, ∑ l, (c k * d l * (3 * α l - E) * moment (p + 2) (α k + α l)
      - c k * d l * (2 * α l ^ 2) * moment (p + 4) (α k + α l)
      - c k * d l * Z * moment (p + 1) (α k + α l)) := by
  refine Eq.trans (setIntegral_congr_fun measurableSet_Ioi fun r hr => ?_)
    (integral_pairs (fun k l => c k * d l * (3 * α l - E))
      (fun k l => c k * d l * (2 * α l ^ 2)) (fun k l => c k * d l * Z)
      (p + 2) (p + 4) (p + 1) α hα)
  have hr0 : r ≠ 0 := (Set.mem_Ioi.1 hr).ne'
  dsimp only
  have e1 : r ^ p * trial c α r = ∑ k, r ^ p * (c k * gaussian (α k) r) := by
    rw [trial, Finset.mul_sum]
  have e2 : radialH Z (trial d α) r - E * trial d α r =
      ∑ l, d l * (3 * α l - 2 * α l ^ 2 * r ^ 2 - Z / r - E) * gaussian (α l) r := by
    rw [radialH_trial Z d α hr0, trial, Finset.mul_sum, ← Finset.sum_sub_distrib]
    exact Finset.sum_congr rfl fun l _ => by ring
  rw [e1, e2, Finset.sum_mul_sum, Finset.sum_mul]
  refine Finset.sum_congr rfl fun k _ => ?_
  rw [Finset.sum_mul]
  refine Finset.sum_congr rfl fun l _ => ?_
  rw [gaussian_add]
  have hz : Z / r * r ^ 2 = Z * r := by field_simp
  generalize Z / r = w at hz ⊢
  linear_combination (-(c k * d l * r ^ p * gaussian (α k) r * gaussian (α l) r)) * hz
```

For positive exponents, and with all moments taken at α_k+α_l,

⟨r^p Σ_k c_k g_k,(H-E)Σ_l d_l g_l⟩ = Σ_kl c_k d_l [(3α_l-E)M_{p+2} - 2α_l²M_{p+4} - Z M_{p+1}].

The case p = 0, E = 0 gives the energy numerator; p = 2 gives the projection in the gradient.

## Hermiticity and the gradient

```lean
/-- The derivative of a Hamiltonian matrix element between two Gaussians with moving exponents
is symmetric under exchange of the two. -/
theorem matrixElement_hasDerivAt (Z : ℝ) {a b : ℝ → ℝ} {a' b' t : ℝ}
    (ha : HasDerivAt a a' t) (hb : HasDerivAt b b' t) (pa : 0 < a t) (pb : 0 < b t) :
    HasDerivAt (fun u => 3 * b u * moment 2 (a u + b u) - 2 * b u ^ 2 * moment 4 (a u + b u)
        - Z * moment 1 (a u + b u))
      (-(a' * (3 * b t * moment 4 (a t + b t) - 2 * b t ^ 2 * moment 6 (a t + b t)
          - Z * moment 3 (a t + b t))
        + b' * (3 * a t * moment 4 (b t + a t) - 2 * a t ^ 2 * moment 6 (b t + a t)
          - Z * moment 3 (b t + a t)))) t := by
  have hs := add_pos pa pb
  have hm : ∀ n, HasDerivAt (fun u => moment n (a u + b u))
      (-moment (n + 2) (a t + b t) * (a' + b')) t := fun n =>
    HasDerivAt.comp (h := fun u => a u + b u) t (moment_ladder n hs).2.2 (ha.fun_add hb)
  have h1 : HasDerivAt (fun u => moment 1 (a u + b u))
    (-moment 3 (a t + b t) * (a' + b')) t := hm 1
  have h2 : HasDerivAt (fun u => moment 2 (a u + b u))
    (-moment 4 (a t + b t) * (a' + b')) t := hm 2
  have h4 : HasDerivAt (fun u => moment 4 (a u + b u))
    (-moment 6 (a t + b t) * (a' + b')) t := hm 4
  have hb2 : HasDerivAt (fun u => b u ^ 2) (2 * b t * b') t := by
    have h := hb.fun_mul hb
    simp only [← pow_two] at h
    exact h.congr_deriv (by ring)
  -- the moment recursion expresses hermiticity of the kinetic energy
  have R2 : 2 * (a t + b t) * moment 4 (a t + b t) = 3 * moment 2 (a t + b t) := by
    have h := (moment_ladder 2 hs).2.1
    norm_num at h
    linarith
  have R4 : 2 * (a t + b t) * moment 6 (a t + b t) = 5 * moment 4 (a t + b t) := by
    have h := (moment_ladder 4 hs).2.1
    norm_num at h
    linarith
  refine ((((hb.const_mul 3).fun_mul h2).fun_sub
    ((hb2.const_mul 2).fun_mul h4)).fun_sub (h1.const_mul Z)).congr_deriv ?_
  rw [add_comm (b t) (a t)]
  linear_combination (-b') * R2 - b' * (a t - b t) * R4
```

Let the positive exponents a and b depend differentiably on t, and take moments at a+b. Define

H_ab = 3b M_2 - 2b²M_4 - Z M_1
K_ab = 3b M_4 - 2b²M_6 - Z M_3 = ⟨r²g_a,Hg_b⟩.

Differentiation gives

H_ab' = -a'K_ab + b'(3M_2 - 4bM_4 - K_ab).

The recursions 2(a+b)M_4 = 3M_2 and 2(a+b)M_6 = 5M_4, named `R2` and `R4`, give

K_ab - K_ba = 3(b-a)M_4 - 5(b-a)M_4 = 2(a-b)M_4 = 3M_2 - 4bM_4.

Therefore H_ab' = -(a'K_ab + b'K_ba). The final `linear_combination` checks this algebra.

```lean
/-- Exponent gradient: when the exponents of a contraction move with velocities `α'` at fixed
coefficients, the energy changes at the rate `-2⟨r² Σ cₖ α'ₖ gₖ, (H - E)ψ⟩ / ⟨ψ, ψ⟩`. -/
theorem energy_exponent_gradient (Z : ℝ) (c : ι → ℝ) {α : ℝ → ι → ℝ} {α' : ι → ℝ} {t₀ : ℝ}
    (hα : ∀ k, HasDerivAt (fun t => α t k) (α' k) t₀) (hpos : ∀ k, 0 < α t₀ k)
    (hS : ip (trial c (α t₀)) (trial c (α t₀)) ≠ 0) :
    HasDerivAt (fun t => energy Z (trial c (α t)))
      (-2 * ip (fun r => r ^ 2 * trial (fun k => c k * α' k) (α t₀) r)
        (fun r => radialH Z (trial c (α t₀)) r
          - energy Z (trial c (α t₀)) * trial c (α t₀) r)
        / ip (trial c (α t₀)) (trial c (α t₀))) t₀ := by
  have hev : ∀ᶠ t in nhds t₀, ∀ k, 0 < α t k := Filter.eventually_all.2 fun k =>
    (hα k).continuousAt.tendsto.eventually (lt_mem_nhds (hpos k))
  have key : ∀ β : ι → ℝ, (∀ k, 0 < β k) → ip (trial c β) (radialH Z (trial c β)) =
      ∑ k, ∑ l, c k * c l * (3 * β l * moment 2 (β k + β l)
        - 2 * β l ^ 2 * moment 4 (β k + β l) - Z * moment 1 (β k + β l)) := by
    intro β hβ
    have h := residual_trial Z 0 0 c c β hβ
    simp only [pow_zero, one_mul, zero_mul, sub_zero, zero_add] at h
    refine Eq.trans h (Finset.sum_congr rfl fun k _ => Finset.sum_congr rfl fun l _ => ?_)
    ring
  -- exchanging the two summation indices produces the factor two
  have symm : ∀ K : ι → ι → ℝ,
      ∑ k, ∑ l, c k * c l * (-(α' k * K k l + α' l * K l k)) =
        -2 * ∑ k, ∑ l, c k * α' k * c l * K k l := by
    intro K
    have h : ∑ k, ∑ l, c k * α' k * c l * K k l = ∑ k, ∑ l, c l * α' l * c k * K l k :=
      Finset.sum_comm
    have h' : ∑ k, ∑ l, c k * c l * (-(α' k * K k l + α' l * K l k)) =
        -(∑ k, ∑ l, c k * α' k * c l * K k l) - ∑ k, ∑ l, c l * α' l * c k * K l k := by
      simp only [← Finset.sum_neg_distrib, ← Finset.sum_sub_distrib]
      exact Finset.sum_congr rfl fun k _ => Finset.sum_congr rfl fun l _ => by ring
    linarith
  obtain ⟨K, hK⟩ : ∃ K : ι → ι → ℝ, ∀ k l, K k l =
      3 * α t₀ l * moment 4 (α t₀ k + α t₀ l) - 2 * α t₀ l ^ 2 * moment 6 (α t₀ k + α t₀ l)
        - Z * moment 3 (α t₀ k + α t₀ l) := ⟨_, fun _ _ => rfl⟩
  obtain ⟨L, hL⟩ : ∃ L : ι → ι → ℝ, ∀ k l, L k l = moment 4 (α t₀ k + α t₀ l) :=
    ⟨_, fun _ _ => rfl⟩
  have hN : HasDerivAt (fun t => ip (trial c (α t)) (radialH Z (trial c (α t))))
      (-2 * ∑ k, ∑ l, c k * α' k * c l * K k l) t₀ := by
    rw [← symm K]
    simp only [hK]
    exact (HasDerivAt.fun_sum fun k _ => HasDerivAt.fun_sum fun l _ =>
      (matrixElement_hasDerivAt Z (hα k) (hα l) (hpos k) (hpos l)).const_mul
        (c k * c l)).congr_of_eventuallyEq (hev.mono fun t ht => key _ ht)
  have hM : ∀ k l, HasDerivAt (fun t => moment 2 (α t k + α t l))
      (-(α' k * L k l + α' l * L l k)) t₀ := by
    intro k l
    have h : HasDerivAt (moment 2) (-moment 4 (α t₀ k + α t₀ l)) (α t₀ k + α t₀ l) :=
      (moment_ladder 2 (add_pos (hpos k) (hpos l))).2.2
    refine (HasDerivAt.comp (h := fun t => α t k + α t l) t₀ h
      ((hα k).fun_add (hα l))).congr_deriv ?_
    rw [hL, hL, add_comm (α t₀ l) (α t₀ k)]
    ring
  have hD : HasDerivAt (fun t => ip (trial c (α t)) (trial c (α t)))
      (-2 * ∑ k, ∑ l, c k * α' k * c l * L k l) t₀ := by
    rw [← symm L]
    exact (HasDerivAt.fun_sum fun k _ => HasDerivAt.fun_sum fun l _ =>
      (hM k l).const_mul (c k * c l)).congr_of_eventuallyEq
        (hev.mono fun t ht => overlap_trial c _ ht)
  have hR : ∀ E : ℝ, ip (fun r => r ^ 2 * trial (fun k => c k * α' k) (α t₀) r)
      (fun r => radialH Z (trial c (α t₀)) r - E * trial c (α t₀) r) =
      (∑ k, ∑ l, c k * α' k * c l * K k l) - E * ∑ k, ∑ l, c k * α' k * c l * L k l := by
    intro E
    have h := residual_trial Z E 2 (fun k => c k * α' k) c (α t₀) hpos
    simp only [Nat.reduceAdd] at h
    rw [h]
    simp only [Finset.mul_sum, ← Finset.sum_sub_distrib]
    refine Finset.sum_congr rfl fun k _ => Finset.sum_congr rfl fun l _ => ?_
    rw [hK, hL]
    ring
  have quot : ∀ N D P Q : ℝ, D ≠ 0 →
      (-2 * P * D - N * (-2 * Q)) / D ^ 2 = -2 * (P - N / D * Q) / D := by
    intro N D P Q h
    field_simp
    ring
  rw [hR]
  exact (hN.fun_div hD hS).congr_deriv (quot _ _ _ _ hS)
```

The exponents are differentiable at t₀ and positive there, hence positive nearby; the coefficients stay fixed. The hypothesis `hS` excludes a vanishing trial function, for which the energy has no meaning.

Write K_kl for K_ab with a = α_k and b = α_l, L_kl = M_4(α_k+α_l), P = Σ_kl c_k α'_k c_l K_kl and Q = Σ_kl c_k α'_k c_l L_kl. Swapping k and l in half of each differentiated double sum (`symm`) gives N' = -2P and D' = -2Q. Thus

E' = (N'D - ND')/D² = -2(P - EQ)/D.

By the residual formula (`hR`), P - EQ = ⟨r² Σ_k c_k α'_k g_k,(H-E)ψ⟩, which is the claim.

```lean
/-- For a single Gaussian `g` the energy derivative in the exponent is
`-2⟨r² g, (H - E)g⟩ / ⟨g, g⟩`. -/
theorem single_gaussian_gradient (Z : ℝ) {a : ℝ} (ha : 0 < a) :
    HasDerivAt (fun b => energy Z (gaussian b))
      (-2 * ip (fun r => r ^ 2 * gaussian a r)
        (fun r => radialH Z (gaussian a) r - energy Z (gaussian a) * gaussian a r)
        / ip (gaussian a) (gaussian a)) a := by
  have e : ∀ b : ℝ, trial (fun _ : Unit => (1 : ℝ)) (fun _ => b) = gaussian b := by
    intro b
    funext r
    simp [trial]
  have hS : ip (gaussian a) (gaussian a) ≠ 0 := by
    rw [← e a, overlap_trial _ _ (fun _ => ha)]
    simpa using (moment_ladder 2 (add_pos ha ha)).1.ne'
  have h := energy_exponent_gradient Z (fun _ : Unit => (1 : ℝ)) (α := fun b _ => b)
    (α' := fun _ => 1) (fun _ => hasDerivAt_id' a) (fun _ => ha) (by simpa only [e] using hS)
  simpa only [e, mul_one] using h
```

With one term, c = 1 and α' = 1, this is the opening formula. The norm condition is now proved: ⟨g,g⟩ = M_2(2a) > 0.

```lean
/-- For an even-tempered set with exponents `A βᵏ` and fixed coefficients, the energy derivative
in the ratio `β` is a projection of the residual `(H - E)ψ`. -/
theorem even_tempered_ratio_gradient (Z : ℝ) {n : ℕ} (c : Fin n → ℝ) {A β : ℝ}
    (hA : 0 < A) (hβ : 0 < β)
    (hS : ip (trial c fun k => A * β ^ (k : ℕ)) (trial c fun k => A * β ^ (k : ℕ)) ≠ 0) :
    HasDerivAt (fun b => energy Z (trial c fun k => A * b ^ (k : ℕ)))
      (-2 * ip (fun r => r ^ 2 * trial (fun k => c k * (A * ((k : ℕ) * β ^ ((k : ℕ) - 1))))
          (fun k => A * β ^ (k : ℕ)) r)
        (fun r => radialH Z (trial c fun k => A * β ^ (k : ℕ)) r
          - energy Z (trial c fun k => A * β ^ (k : ℕ)) * trial c (fun k => A * β ^ (k : ℕ)) r)
        / ip (trial c fun k => A * β ^ (k : ℕ)) (trial c fun k => A * β ^ (k : ℕ))) β :=
  energy_exponent_gradient Z c (α := fun b k => A * b ^ (k : ℕ))
    (fun k => (hasDerivAt_pow (k : ℕ) β).const_mul A)
    (fun k => mul_pos hA (pow_pos hβ (k : ℕ))) hS

end

end GaussianExponentGradient
```

For α_k = Aβ^k, k = 0,…,n-1, with A, β > 0, the velocities in the ratio are α'_k = A k β^{k-1}; the k = 0 exponent does not move. The theorem concerns the gradient of a finite set, not its completeness, and still assumes a non-zero norm.

```lean
#print axioms GaussianExponentGradient.energy_exponent_gradient
#print axioms GaussianExponentGradient.single_gaussian_gradient
#print axioms GaussianExponentGradient.even_tempered_ratio_gradient
```

```
'GaussianExponentGradient.energy_exponent_gradient' depends on axioms: [propext, Classical.choice, Quot.sound]
'GaussianExponentGradient.single_gaussian_gradient' depends on axioms: [propext, Classical.choice, Quot.sound]
'GaussianExponentGradient.even_tempered_ratio_gradient' depends on axioms: [propext, Classical.choice, Quot.sound]
```
